# The Cauchy relations for finitely many affinely strained pair bonds

**Q.** Before I object to anything, which quantities are involved, and which conventions do they fix?

**A.** A finite set `ι` labels the bonds and a finite set `n` labels the Cartesian directions. Bond $b$ has a reference vector $r_b$ with real components $r_{b,i}$. A strain is a real matrix $E$.

```lean
import Mathlib

open Matrix Filter Topology

namespace CauchyRelations

noncomputable section

variable {ι n : Type*} [Fintype ι] [Fintype n]
```

Under the strain $E$, a bond vector $v$ has the squared length $\ell_v(E)=|v|^2+2\,v\cdot Ev$.

```lean
/-- The squared length `|v|² + 2 v·Ev` of a bond `v` under the strain `E`. -/
def sqLength (v : n → ℝ) (E : Matrix n n ℝ) : ℝ :=
  v ⬝ᵥ v + 2 * (v ⬝ᵥ E *ᵥ v)
```

Each bond has its own pair potential $\psi_b$, written as a function of the squared length. If you prefer a potential $\varphi$ of the length itself, put $\psi(x)=\varphi(\sqrt x)$. The energy is $W(E)=\sum_b\psi_b(\ell_{r_b}(E))$.

```lean
/-- The energy of finitely many bonds `r b`, each with a pair potential `ψ b` that is a
function of the squared bond length. -/
def energy (ψ : ι → ℝ → ℝ) (r : ι → n → ℝ) (E : Matrix n n ℝ) : ℝ :=
  ∑ b, ψ b (sqLength (r b) E)
```

The stiffness tensor is

$$C_{ijkl}=4\sum_b\psi_b''(|r_b|^2)\,r_{b,i}r_{b,j}r_{b,k}r_{b,l}.$$

It is an energy. For elastic constants in the usual units, take the bonds of one cell, each counted once, and divide by the cell's reference volume.

```lean
/-- The stiffness tensor `C_ijkl = 4 ∑ ψ''(|r|²) r_i r_j r_k r_l`. -/
def stiffness (ψ : ι → ℝ → ℝ) (r : ι → n → ℝ) (i j k l : n) : ℝ :=
  4 * ∑ b, deriv (deriv (ψ b)) (r b ⬝ᵥ r b) * (r b i * r b j * r b k * r b l)
```

Two more definitions are needed: the Green strain of a deformation gradient $F$, and the isotropic stiffness tensor with Lamé constants $\lambda$ and $\mu$, called `lam` and `mu` in the code.

```lean
/-- The Green strain `(FᵀF - 1)/2` of a deformation gradient `F`. -/
def greenStrain [DecidableEq n] (F : Matrix n n ℝ) : Matrix n n ℝ :=
  (1 / 2 : ℝ) • (Fᵀ * F - 1)

/-- The isotropic tensor `lam δ_ij δ_kl + mu (δ_ik δ_jl + δ_il δ_jk)`. -/
def isotropic [DecidableEq n] (lam mu : ℝ) (i j k l : n) : ℝ :=
  lam * ((1 : Matrix n n ℝ) i j * (1 : Matrix n n ℝ) k l) +
    mu * ((1 : Matrix n n ℝ) i k * (1 : Matrix n n ℝ) j l +
      (1 : Matrix n n ℝ) i l * (1 : Matrix n n ℝ) j k)
```

**Q.** Here is my first doubt. A stretched bond has a squared length that is quadratic in the displacement gradient. Yours is linear in $E$. Has a term been thrown away?

**A.** No, because $E$ is the Green strain, $E=(F^{\mathsf T}F-1)/2$, which already contains the quadratic term. A bond $v$ deformed to $Fv$ satisfies

$$|Fv|^2=v\cdot F^{\mathsf T}Fv=|v|^2+2\,v\cdot Ev$$

for deformations of any size. The next theorem states this identity. Its proof moves $F^{\mathsf T}$ across the dot product and then expands the definition of $E$.

```lean
/-- A bond `v` deformed to `Fv` has the squared length given by the Green strain of `F`. -/
theorem sqLength_greenStrain [DecidableEq n] (F : Matrix n n ℝ) (v : n → ℝ) :
    (F *ᵥ v) ⬝ᵥ (F *ᵥ v) = sqLength v (greenStrain F) := by
  have h : v ⬝ᵥ (Fᵀ * F) *ᵥ v = (F *ᵥ v) ⬝ᵥ (F *ᵥ v) := by
    rw [← Matrix.mulVec_mulVec, Matrix.dotProduct_mulVec, Matrix.vecMul_transpose]
  simp only [sqLength, greenStrain, Matrix.smul_mulVec, Matrix.sub_mulVec,
    Matrix.one_mulVec, dotProduct_smul, dotProduct_sub, h, smul_eq_mul]
  ring
```

The choice matters if the reference state is under a net stress, that is, if $\sum_b\psi_b'(|r_b|^2)\,r_{b,i}r_{b,j}$ is non-zero for some $i$ and $j$. Tensions and compressions of single bonds that balance in this sum make no difference. Under a net stress, second derivatives with respect to the linearised strain differ from those with respect to $E$, and the symmetry below concerns the latter.

**Q.** Then show me the whole calculation before any more code.

**A.** Write $q_b(E)=r_b\cdot Er_b$. For two strains $E$ and $E'$ and real numbers $s$ and $t$, bond $b$ has the squared length

$$|r_b|^2+2s\,q_b(E)+2t\,q_b(E').$$

Differentiate the energy in $t$ at $t=0$:

$$\partial_tW(sE+tE')\big|_{t=0}=\sum_b\psi_b'\big(|r_b|^2+2s\,q_b(E)\big)\,2q_b(E').$$

Differentiate this in $s$ at $s=0$:

$$\partial_s\partial_tW\big|_{0}=\sum_b4\,\psi_b''(|r_b|^2)\,q_b(E)\,q_b(E').$$

Now insert $q_b(E)=\sum_{ij}r_{b,i}r_{b,j}E_{ij}$ and $q_b(E')=\sum_{kl}r_{b,k}r_{b,l}E'_{kl}$, and move the sum over bonds inside. The result is $\sum_{ijkl}C_{ijkl}E_{ij}E'_{kl}$. The indices of $C$ sit on four commuting real factors, so any reordering of them leaves $C$ unchanged.

**Q.** How does the formal proof take the first derivative?

**A.** In two lemmas. The first rewrites the squared length as a constant plus $t$ times $2\,v\cdot E'v$ and reads off the slope.

```lean
/-- The squared bond length changes at the rate `2 v·E'v` when the strain `E` is
changed in the direction `E'`. -/
theorem hasDerivAt_sqLength (v : n → ℝ) (E E' : Matrix n n ℝ) :
    HasDerivAt (fun t : ℝ => sqLength v (E + t • E')) (2 * (v ⬝ᵥ E' *ᵥ v)) 0 := by
  have h : (fun t : ℝ => sqLength v (E + t • E')) =
      fun t : ℝ => sqLength v E + t * (2 * (v ⬝ᵥ E' *ᵥ v)) := by
    funext t
    simp only [sqLength, Matrix.add_mulVec, Matrix.smul_mulVec, dotProduct_add,
      dotProduct_smul, smul_eq_mul]
    ring
  rw [h]
  exact (((hasDerivAt_id' (0 : ℝ)).mul_const _).const_add _).congr_deriv (one_mul _)
```

The second applies the chain rule, `HasDerivAt.comp`, to each bond and adds the results with `HasDerivAt.fun_sum`. It holds at any strain $E$ at which every $\psi_b$ is differentiable at the strained squared length. That generality is needed, since the first derivative has to be known at $sE$ before it can be differentiated in $s$.

```lean
/-- The first derivative of the energy at strain `E` in the direction `E'` is
`∑ 2 ψ' (r·E'r)`, if each potential is differentiable at the strained squared length. -/
theorem hasDerivAt_energy (ψ : ι → ℝ → ℝ) (r : ι → n → ℝ) (E E' : Matrix n n ℝ)
    (h : ∀ b, DifferentiableAt ℝ (ψ b) (sqLength (r b) E)) :
    HasDerivAt (fun t : ℝ => energy ψ r (E + t • E'))
      (∑ b, deriv (ψ b) (sqLength (r b) E) * (2 * (r b ⬝ᵥ E' *ᵥ r b))) 0 := by
  unfold energy
  refine HasDerivAt.fun_sum fun b _ => ?_
  have h0 : sqLength (r b) (E + (0 : ℝ) • E') = sqLength (r b) E := by
    rw [zero_smul, add_zero]
  have hψ : HasDerivAt (ψ b) (deriv (ψ b) (sqLength (r b) E))
      (sqLength (r b) (E + (0 : ℝ) • E')) := by
    rw [h0]
    exact (h b).hasDerivAt
  exact HasDerivAt.comp (0 : ℝ) (h := fun t : ℝ => sqLength (r b) (E + t • E'))
    hψ (hasDerivAt_sqLength (r b) E E')
```

**Q.** And the index bookkeeping?

**A.** It is a separate identity with no calculus in it. Inside the proof, `hq` writes a quadratic form as a double sum and `hprod` turns the product of two such forms into a fourfold sum. Four uses of `Finset.sum_comm` then carry the sum over bonds past $i$, $j$, $k$ and $l$.

```lean
/-- Contracting the stiffness tensor with two strains gives
`∑ 4 ψ''(|r|²) (r·Er) (r·E'r)`. -/
theorem stiffness_contract (ψ : ι → ℝ → ℝ) (r : ι → n → ℝ) (E E' : Matrix n n ℝ) :
    ∑ b, 4 * deriv (deriv (ψ b)) (r b ⬝ᵥ r b) *
        ((r b ⬝ᵥ E *ᵥ r b) * (r b ⬝ᵥ E' *ᵥ r b)) =
      ∑ i, ∑ j, ∑ k, ∑ l, stiffness ψ r i j k l * E i j * E' k l := by
  have hq : ∀ (v : n → ℝ) (A : Matrix n n ℝ),
      v ⬝ᵥ A *ᵥ v = ∑ i, ∑ j, v i * v j * A i j := by
    intro v A
    simp only [dotProduct, Matrix.mulVec, Finset.mul_sum]
    exact Finset.sum_congr rfl fun i _ => Finset.sum_congr rfl fun j _ => by ring
  -- expand the product of two quadratic forms into a fourfold sum
  have hprod : ∀ (c : ℝ) (v : n → ℝ), c * ((v ⬝ᵥ E *ᵥ v) * (v ⬝ᵥ E' *ᵥ v)) =
      ∑ i, ∑ j, ∑ k, ∑ l, c * (v i * v j * v k * v l) * E i j * E' k l := by
    intro c v
    rw [hq v E, hq v E', Finset.sum_mul, Finset.mul_sum]
    refine Finset.sum_congr rfl fun i _ => ?_
    rw [Finset.sum_mul, Finset.mul_sum]
    refine Finset.sum_congr rfl fun j _ => ?_
    rw [Finset.mul_sum, Finset.mul_sum]
    refine Finset.sum_congr rfl fun k _ => ?_
    rw [Finset.mul_sum, Finset.mul_sum]
    exact Finset.sum_congr rfl fun l _ => by ring
  simp only [hprod]
  -- move the sum over bonds to the inside
  refine Finset.sum_comm.trans (Finset.sum_congr rfl fun i _ => ?_)
  refine Finset.sum_comm.trans (Finset.sum_congr rfl fun j _ => ?_)
  refine Finset.sum_comm.trans (Finset.sum_congr rfl fun k _ => ?_)
  refine Finset.sum_comm.trans (Finset.sum_congr rfl fun l _ => ?_)
  simp only [stiffness, Finset.mul_sum, Finset.sum_mul]
  exact Finset.sum_congr rfl fun b _ => by ring
```

**Q.** Now the main statement. Real pair potentials blow up at zero distance. If you demand smoothness everywhere, you have excluded them.

**A.** Smoothness is demanded only near the reference state. Hypothesis `h1` says that each $\psi_b$ is differentiable in some neighbourhood of $|r_b|^2$, and `h2` says that $\psi_b'$ is differentiable at $|r_b|^2$ itself. Physically, the bond force exists around the reference length and has a well-defined slope there. A potential singular at zero distance is admitted as long as its bond has non-zero length.

The conclusion has two parts. For all sufficiently small $s$, the energy is differentiable in $t$ at $t=0$. The resulting function of $s$ has at $s=0$ the derivative $\sum_{ijkl}C_{ijkl}E_{ij}E'_{kl}$. The first part matters because Lean's `deriv` returns zero where no derivative exists, and it guarantees that no such value enters.

```lean
/-- Let each potential be differentiable near the reference squared length of its bond and
twice differentiable there. Then the mixed derivative of `W(sE + tE')` at zero exists and
equals `C_ijkl E_ij E'_kl`. -/
theorem mixed_derivative_energy (ψ : ι → ℝ → ℝ) (r : ι → n → ℝ) (E E' : Matrix n n ℝ)
    (h1 : ∀ b, ∀ᶠ x in 𝓝 (r b ⬝ᵥ r b), DifferentiableAt ℝ (ψ b) x)
    (h2 : ∀ b, DifferentiableAt ℝ (deriv (ψ b)) (r b ⬝ᵥ r b)) :
    (∀ᶠ s : ℝ in 𝓝 0,
      DifferentiableAt ℝ (fun t : ℝ => energy ψ r (s • E + t • E')) 0) ∧
    HasDerivAt (fun s : ℝ => deriv (fun t : ℝ => energy ψ r (s • E + t • E')) 0)
      (∑ i, ∑ j, ∑ k, ∑ l, stiffness ψ r i j k l * E i j * E' k l) 0 := by
  have hl : ∀ b, HasDerivAt (fun s : ℝ => sqLength (r b) (s • E))
      (2 * (r b ⬝ᵥ E *ᵥ r b)) 0 := fun b => by
    simpa only [zero_add] using hasDerivAt_sqLength (r b) 0 E
  have h0 : ∀ b, sqLength (r b) ((0 : ℝ) • E) = r b ⬝ᵥ r b := fun b => by
    simp [sqLength]
  -- for small strain every bond stays where its potential is differentiable
  have hev : ∀ᶠ s : ℝ in 𝓝 0, ∀ b,
      DifferentiableAt ℝ (ψ b) (sqLength (r b) (s • E)) := by
    rw [Filter.eventually_all]
    intro b
    have hc : Tendsto (fun s : ℝ => sqLength (r b) (s • E)) (𝓝 0)
        (𝓝 (r b ⬝ᵥ r b)) := by
      rw [← h0 b]
      exact (hl b).continuousAt
    exact hc.eventually (h1 b)
  refine ⟨hev.mono fun s hs => (hasDerivAt_energy ψ r (s • E) E' hs).differentiableAt, ?_⟩
  rw [← stiffness_contract]
  -- differentiate the first derivative once more
  have hs : HasDerivAt (fun s : ℝ => ∑ b, deriv (ψ b) (sqLength (r b) (s • E)) *
      (2 * (r b ⬝ᵥ E' *ᵥ r b)))
      (∑ b, 4 * deriv (deriv (ψ b)) (r b ⬝ᵥ r b) *
        ((r b ⬝ᵥ E *ᵥ r b) * (r b ⬝ᵥ E' *ᵥ r b))) 0 := by
    refine HasDerivAt.fun_sum fun b _ => ?_
    have hψ : HasDerivAt (deriv (ψ b)) (deriv (deriv (ψ b)) (r b ⬝ᵥ r b))
        (sqLength (r b) ((0 : ℝ) • E)) := by
      rw [h0 b]
      exact (h2 b).hasDerivAt
    exact ((HasDerivAt.comp (0 : ℝ) (h := fun s : ℝ => sqLength (r b) (s • E))
      hψ (hl b)).mul_const _).congr_deriv (by ring)
  exact hs.congr_of_eventuallyEq
    (hev.mono fun s hs => (hasDerivAt_energy ψ r (s • E) E' hs).deriv)
```

In the proof, `hev` says that for small $s$ every strained bond stays where its potential is differentiable. This follows from continuity for each bond, and `Filter.eventually_all` combines the bonds because there are finitely many. The formula for the first derivative therefore holds near $s=0$. The step `hs` differentiates that formula, and `congr_of_eventuallyEq` transfers the result to the actual derivative of the energy.

**Q.** Is `h2` more than pedantry? Suppose the force is merely continuous.

**A.** Then the mixed derivative can fail to exist. Take one dimension, one bond with $r=1$, and two soft grains that just touch: $\psi(x)=(x-1)^2/2$ for $x<1$ and $\psi(x)=0$ for $x\ge1$. This $\psi$ is differentiable everywhere and $\psi'$ is continuous. With $E=E'=1$ the inner derivative is $2\psi'(1+2s)$, which equals $4s$ for $s<0$ and $0$ for $s\ge0$. It has a kink at $s=0$. So `h1` alone is not enough, even with a continuous force.

**Q.** Any second derivative of an energy has $C_{ijkl}=C_{klij}$, and strain is symmetric anyway. Where is the part that deserves Cauchy's name?

**A.** In exchanges such as $C_{iijj}=C_{ijij}$, which mix the two index pairs. The theorem covers all 24 permutations: `σ` is any permutation of four positions, and `a` assigns a direction to each position. The proof applies `Equiv.prod_comp`, which says that a product over four factors does not depend on their order.

```lean
/-- Cauchy relations: the stiffness tensor is unchanged by every permutation of its
four indices. -/
theorem cauchy_relations (ψ : ι → ℝ → ℝ) (r : ι → n → ℝ) (σ : Equiv.Perm (Fin 4))
    (a : Fin 4 → n) :
    stiffness ψ r (a (σ 0)) (a (σ 1)) (a (σ 2)) (a (σ 3)) =
      stiffness ψ r (a 0) (a 1) (a 2) (a 3) := by
  unfold stiffness
  congr 1
  refine Finset.sum_congr rfl fun b _ => ?_
  have h := Equiv.prod_comp σ (fun m => r b (a m))
  simp only [Fin.prod_univ_four] at h
  rw [h]
```

The matrices $E$ and $E'$ need not be symmetric in the main theorem. Only their symmetric parts enter the quadratic forms.

**Q.** Yet there are crystals that violate the Cauchy relations. Does this contradict them?

**A.** No. Every bond here follows the imposed strain affinely, and every energy term depends on one bond length only. In a crystal whose atoms relax within the cell under strain, the relaxation adds a contribution to the stiffness that need not be fully symmetric. Angular and many-body forces can break the symmetry too. For simulation practice, this means that a finite-range pair potential with affinely displaced atoms cannot reproduce second-order Green-strain coefficients with $C_{1122}\ne C_{1212}$, however many parameters it has.

**Q.** What does this say about an isotropic solid?

**A.** If $C$ has the isotropic form, then for two different directions $i\ne j$ that form gives $C_{iijj}=\lambda$ and $C_{ijij}=\mu$. Full symmetry equates them, so $\lambda=\mu$. The proof does the same: `hc` is the exchange of indices, and the two rewrites with `h` insert the isotropic form.

```lean
/-- If the stiffness tensor is isotropic and there are at least two space directions,
the two Lamé constants are equal. -/
theorem lame_constants_eq [DecidableEq n] (ψ : ι → ℝ → ℝ) (r : ι → n → ℝ) (lam mu : ℝ)
    (h : ∀ i j k l, stiffness ψ r i j k l = isotropic lam mu i j k l)
    {i j : n} (hij : i ≠ j) : lam = mu := by
  have hc : stiffness ψ r i i j j = stiffness ψ r i j i j := by
    unfold stiffness
    congr 1
    exact Finset.sum_congr rfl fun b _ => by ring
  rw [h, h] at hc
  simpa [isotropic, Matrix.one_apply, hij, hij.symm] using hc
```

The assumption `hij` supplies the two directions. Isotropy is assumed here, and a given set of bonds may or may not have it.

**Q.** Does any set of bonds have it? Otherwise the statement is about nothing.

**A.** The triangular lattice does. Take nearest-neighbour distance 2 and keep one bond from each opposite pair, which leaves three per site.

```lean
/-- Three bonds of length 2 along the nearest-neighbour directions of the triangular
lattice. -/
def triangularBonds : Fin 3 → Fin 2 → ℝ :=
  ![![2, 0], ![1, √3], ![-1, √3]]
```

With $\psi(x)=(x-4)^2/2$ each bond is unstressed at its reference length, and $\psi''=1$. Then

$$C_{1111}=4(16+1+1)=72,\qquad C_{2222}=4(0+9+9)=72,\qquad C_{1122}=4(0+3+3)=24.$$

Components with an odd number of 1s vanish, because the second and third bonds cancel and the first has no 2-component. This is the isotropic tensor with $\lambda=\mu=24$, since $\lambda+2\mu=72$. Divided by the cell area $2\sqrt3$, both constants are $4\sqrt3$.

The code numbers the two directions 0 and 1 where I have written 1 and 2. It computes $\psi''$, splits into the sixteen index combinations with `fin_cases`, and settles each one using $\sqrt3^{\,2}=3$ and $\sqrt3^{\,4}=9$.

```lean
/-- The triangular bonds with the potential `(x - 4)²/2` of the squared length `x` have an
isotropic stiffness tensor with both Lamé constants equal to 24. -/
theorem lame_constants_eq_witness (i j k l : Fin 2) :
    stiffness (fun _ x => (x - 4) ^ 2 / 2) triangularBonds i j k l =
      isotropic 24 24 i j k l := by
  have h1 : deriv (fun x : ℝ => (x - 4) ^ 2 / 2) = fun x => x - 4 := by
    funext x
    have h := (((hasDerivAt_id' x).sub_const 4).fun_pow 2).div_const 2
    exact (h.congr_deriv (by norm_num)).deriv
  have h2 : ∀ x : ℝ, deriv (fun x : ℝ => x - 4) x = 1 := fun x =>
    ((hasDerivAt_id' x).sub_const 4).deriv
  have h3 : √3 * √3 = (3 : ℝ) := Real.mul_self_sqrt (by norm_num)
  have h4 : √3 * √3 * √3 * √3 = (9 : ℝ) := by
    rw [h3, mul_assoc, h3]
    norm_num
  simp only [stiffness, h1, h2, Fin.sum_univ_three, one_mul]
  fin_cases i <;> fin_cases j <;> fin_cases k <;> fin_cases l <;>
    simp [triangularBonds, isotropic] <;> nlinarith [h3, h4]

end

end CauchyRelations
```

```lean
#print axioms CauchyRelations.sqLength_greenStrain
#print axioms CauchyRelations.mixed_derivative_energy
#print axioms CauchyRelations.cauchy_relations
#print axioms CauchyRelations.lame_constants_eq
```

```
'CauchyRelations.sqLength_greenStrain' depends on axioms: [propext, Classical.choice, Quot.sound]
'CauchyRelations.mixed_derivative_energy' depends on axioms: [propext, Classical.choice, Quot.sound]
'CauchyRelations.cauchy_relations' depends on axioms: [propext, Classical.choice, Quot.sound]
'CauchyRelations.lame_constants_eq' depends on axioms: [propext, Classical.choice, Quot.sound]
```
